# When total-energy variances grow linearly with system size, so does the sampling cost of a gap at fixed precision from independent runs

Let a ground-state run give $m_0$ energy samples $X_i$ with mean $E_0$ and variance $Na^2$ each, and an excited-state run $m_1$ samples $Y_j$ with mean $E_1$ and variance $Nb^2$ each, where $N$ is the system size and $a$, $b$ are constants. All samples are pairwise independent, energies are totals and not energies per particle, and the gap is estimated by the sample mean of the $Y_j$ minus that of the $X_i$.

```lean
import Mathlib

open MeasureTheory ProbabilityTheory

namespace GapSamplingCost

noncomputable section

variable {Ω : Type*} [MeasurableSpace Ω] {m0 m1 : ℕ}

/-- Energy samples `X` of a ground-state run and `Y` of an excited-state run: square-integrable,
pairwise independent, with means `E0`, `E1` and variances `N a²`, `N b²` per sample. -/
structure IndependentRuns (μ : Measure Ω) (X : Fin m0 → Ω → ℝ) (Y : Fin m1 → Ω → ℝ)
    (E0 E1 N a b : ℝ) : Prop where
  sqX : ∀ i, MemLp (X i) 2 μ
  sqY : ∀ j, MemLp (Y j) 2 μ
  indep : Pairwise fun k l : Fin m0 ⊕ Fin m1 =>
    IndepFun (Sum.elim X Y k) (Sum.elim X Y l) μ
  meanX : ∀ i, ∫ ω, X i ω ∂μ = E0
  meanY : ∀ j, ∫ ω, Y j ω ∂μ = E1
  varX : ∀ i, variance (X i) μ = N * a ^ 2
  varY : ∀ j, variance (Y j) μ = N * b ^ 2

/-- The gap estimate: mean energy of the excited run minus mean energy of the ground run,
for nonzero numbers of samples. -/
def gapEstimate (X : Fin m0 → Ω → ℝ) (Y : Fin m1 → Ω → ℝ) (ω : Ω) : ℝ :=
  (∑ j, Y j ω) / m1 - (∑ i, X i ω) / m0

/-- The gap variance `N a²/M0 + N b²/M1` as a function of the sample numbers `M0`, `M1`,
for nonzero `M0` and `M1`. -/
def gapVariance (N a b M0 M1 : ℝ) : ℝ := N * a ^ 2 / M0 + N * b ^ 2 / M1

/-- For independent runs with at least one sample each, the gap estimate has mean `E1 - E0`
and variance `N a²/m0 + N b²/m1`. -/
theorem gapEstimate_mean_variance {μ : Measure Ω} [IsProbabilityMeasure μ]
    {X : Fin m0 → Ω → ℝ} {Y : Fin m1 → Ω → ℝ} {E0 E1 N a b : ℝ}
    (h : IndependentRuns μ X Y E0 E1 N a b) (h0 : m0 ≠ 0) (h1 : m1 ≠ 0) :
    ∫ ω, gapEstimate X Y ω ∂μ = E1 - E0 ∧
      variance (gapEstimate X Y) μ = gapVariance N a b m0 m1 := by
  have c0 : (m0 : ℝ) ≠ 0 := Nat.cast_ne_zero.mpr h0
  have c1 : (m1 : ℝ) ≠ 0 := Nat.cast_ne_zero.mpr h1
  constructor
  · -- the mean, by linearity of the expectation
    have iX : ∀ i, Integrable (X i) μ := fun i => (h.sqX i).integrable one_le_two
    have iY : ∀ j, Integrable (Y j) μ := fun j => (h.sqY j).integrable one_le_two
    unfold gapEstimate
    rw [integral_sub ((MeasureTheory.integrable_finsetSum _ fun j _ => iY j).div_const _)
      ((MeasureTheory.integrable_finsetSum _ fun i _ => iX i).div_const _), integral_div, integral_div,
      MeasureTheory.integral_finsetSum _ (fun j _ => iY j), MeasureTheory.integral_finsetSum _ (fun i _ => iX i)]
    simp only [h.meanX, h.meanY, Finset.sum_const, Finset.card_univ, Fintype.card_fin,
      nsmul_eq_mul]
    field_simp
  · -- the estimate is one weighted sum over all samples of both runs
    let w : Fin m0 ⊕ Fin m1 → ℝ := Sum.elim (fun _ => -(m0 : ℝ)⁻¹) (fun _ => (m1 : ℝ)⁻¹)
    have hsum : gapEstimate X Y = ∑ k, (fun ω => w k * Sum.elim X Y k ω) := by
      funext ω
      simp only [gapEstimate, Finset.sum_apply, Fintype.sum_sum_type, Sum.elim_inl,
        Sum.elim_inr, w, ← Finset.mul_sum]
      ring
    have hZ : ∀ k, MemLp (Sum.elim X Y k) 2 μ := by
      rintro (i | j)
      exacts [h.sqX i, h.sqY j]
    -- variances of independent terms add
    rw [hsum, IndepFun.variance_sum (fun k _ => (hZ k).const_mul (w k))
      (fun k _ l _ hkl => (h.indep hkl).comp (measurable_const_mul (w k))
        (measurable_const_mul (w l)))]
    simp only [variance_const_mul, Fintype.sum_sum_type, Sum.elim_inl, Sum.elim_inr, h.varX,
      h.varY, Finset.sum_const, Finset.card_univ, Fintype.card_fin, nsmul_eq_mul, w,
      gapVariance]
    field_simp

/-- For positive sample numbers the gap variance is `N (a+b)²/(M0+M1)` plus a term equal to
`N (a M1 - b M0)²/(M0 M1 (M0+M1))`. -/
theorem gapVariance_split (N a b : ℝ) {M0 M1 : ℝ} (h0 : 0 < M0) (h1 : 0 < M1) :
    gapVariance N a b M0 M1 = N * (a + b) ^ 2 / (M0 + M1) +
      N * (a * M1 - b * M0) ^ 2 / (M0 * M1 * (M0 + M1)) := by
  have hs : M0 + M1 ≠ 0 := by positivity
  unfold gapVariance
  field_simp
  ring

/-- For positive `N`, `a`, `b` and `M`, the least gap variance over positive real `M0 + M1 = M`
is `N (a+b)²/M`, and an allocation reaches it exactly when `M0/M1 = a/b`. -/
theorem optimal_allocation {N a b M : ℝ} (hN : 0 < N) (ha : 0 < a) (hb : 0 < b) (hM : 0 < M) :
    IsLeast {V | ∃ M0 M1 : ℝ, 0 < M0 ∧ 0 < M1 ∧ M0 + M1 = M ∧ gapVariance N a b M0 M1 = V}
      (N * (a + b) ^ 2 / M) ∧
    ∀ M0 M1 : ℝ, 0 < M0 → 0 < M1 → M0 + M1 = M →
      (gapVariance N a b M0 M1 = N * (a + b) ^ 2 / M ↔ M0 / M1 = a / b) := by
  have key : ∀ M0 M1 : ℝ, 0 < M0 → 0 < M1 → M0 + M1 = M →
      (gapVariance N a b M0 M1 = N * (a + b) ^ 2 / M ↔ M0 / M1 = a / b) := by
    rintro M0 M1 h0 h1 rfl
    have hD : 0 < M0 * M1 * (M0 + M1) := by positivity
    rw [gapVariance_split N a b h0 h1, div_eq_div_iff h1.ne' hb.ne']
    constructor
    · -- equality forces the square to vanish
      intro h
      have hz : N * (a * M1 - b * M0) ^ 2 / (M0 * M1 * (M0 + M1)) = 0 := by linarith
      have hn := (div_eq_zero_iff.mp hz).resolve_right hD.ne'
      have hq := (mul_eq_zero.mp hn).resolve_left hN.ne'
      have hl := (pow_eq_zero_iff two_ne_zero).mp hq
      linarith
    · intro h
      have hl : a * M1 - b * M0 = 0 := by linarith
      rw [hl]
      simp
  refine ⟨⟨?_, ?_⟩, key⟩
  · -- the allocation proportional to a and b attains the bound
    have hab : 0 < a + b := by positivity
    have hs : a * M / (a + b) + b * M / (a + b) = M := by
      rw [← add_div, ← add_mul]
      exact mul_div_cancel_left₀ M hab.ne'
    have p0 : 0 < a * M / (a + b) := by positivity
    have p1 : 0 < b * M / (a + b) := by positivity
    exact ⟨_, _, p0, p1, hs, (key _ _ p0 p1 hs).mpr (by field_simp)⟩
  · rintro V ⟨M0, M1, h0, h1, rfl, rfl⟩
    rw [gapVariance_split N a b h0 h1]
    have : 0 ≤ N * (a * M1 - b * M0) ^ 2 / (M0 * M1 * (M0 + M1)) := by positivity
    linarith

/-- For positive `N`, `a`, `b`, the least total (real) sample number that brings the gap variance
down to `ε²`, with `ε > 0`, is `N (a+b)²/ε²`. -/
theorem sampling_cost {N a b ε : ℝ} (hN : 0 < N) (ha : 0 < a) (hb : 0 < b) (hε : 0 < ε) :
    IsLeast {M | ∃ M0 M1 : ℝ, 0 < M0 ∧ 0 < M1 ∧ M0 + M1 = M ∧ gapVariance N a b M0 M1 ≤ ε ^ 2}
      (N * (a + b) ^ 2 / ε ^ 2) := by
  constructor
  · have hM : 0 < N * (a + b) ^ 2 / ε ^ 2 := by positivity
    obtain ⟨M0, M1, h0, h1, hs, hV⟩ := (optimal_allocation hN ha hb hM).1.1
    refine ⟨M0, M1, h0, h1, hs, ?_⟩
    have hc : N * (a + b) ^ 2 ≠ 0 := by positivity
    rw [hV, div_div_cancel₀ hc]
  · rintro M ⟨M0, M1, h0, h1, hs, hV⟩
    have hM : 0 < M := by linarith
    have hle := (optimal_allocation hN ha hb hM).1.2 ⟨M0, M1, h0, h1, hs, rfl⟩
    have hmul := (div_le_iff₀ hM).mp (hle.trans hV)
    rw [div_le_iff₀ (by positivity)]
    linarith

/-- Independent runs with at least one sample each and `N, a, b > 0`, whose gap estimate has
variance at most `ε²` with `ε > 0`, use at least `N (a+b)²/ε²` samples in total. -/
theorem samples_needed {μ : Measure Ω} [IsProbabilityMeasure μ]
    {X : Fin m0 → Ω → ℝ} {Y : Fin m1 → Ω → ℝ} {E0 E1 N a b ε : ℝ}
    (h : IndependentRuns μ X Y E0 E1 N a b) (h0 : m0 ≠ 0) (h1 : m1 ≠ 0)
    (hN : 0 < N) (ha : 0 < a) (hb : 0 < b) (hε : 0 < ε)
    (hV : variance (gapEstimate X Y) μ ≤ ε ^ 2) :
    N * (a + b) ^ 2 / ε ^ 2 ≤ (m0 : ℝ) + m1 := by
  rw [(gapEstimate_mean_variance h h0 h1).2] at hV
  exact (sampling_cost hN ha hb hε).2 ⟨m0, m1, Nat.cast_pos.mpr (Nat.pos_of_ne_zero h0),
    Nat.cast_pos.mpr (Nat.pos_of_ne_zero h1), rfl, hV⟩

/-- For positive `N`, `a`, `b`, `M`, splitting the samples equally gives a gap variance that exceeds
`N (a+b)²/M` by `N (a-b)²/M` and is less than twice `N (a+b)²/M`. -/
theorem equal_split {N a b M : ℝ} (hN : 0 < N) (ha : 0 < a) (hb : 0 < b) (hM : 0 < M) :
    gapVariance N a b (M / 2) (M / 2) = N * (a + b) ^ 2 / M + N * (a - b) ^ 2 / M ∧
      gapVariance N a b (M / 2) (M / 2) < 2 * (N * (a + b) ^ 2 / M) := by
  have he : gapVariance N a b (M / 2) (M / 2) =
      N * (a + b) ^ 2 / M + N * (a - b) ^ 2 / M := by
    unfold gapVariance
    field_simp
    ring
  have hsq : (a - b) ^ 2 < (a + b) ^ 2 := by nlinarith [mul_pos ha hb]
  have hlt : N * (a - b) ^ 2 / M < N * (a + b) ^ 2 / M :=
    div_lt_div_of_pos_right (mul_lt_mul_of_pos_left hsq hN) hM
  exact ⟨he, by linarith⟩

end

end GapSamplingCost
```

```lean
#print axioms GapSamplingCost.gapEstimate_mean_variance
#print axioms GapSamplingCost.samples_needed
#print axioms GapSamplingCost.equal_split
```

```
'GapSamplingCost.gapEstimate_mean_variance' depends on axioms: [propext, Classical.choice, Quot.sound]
'GapSamplingCost.samples_needed' depends on axioms: [propext, Classical.choice, Quot.sound]
'GapSamplingCost.equal_split' depends on axioms: [propext, Classical.choice, Quot.sound]
```

## Two runs as families of random variables

The structure `IndependentRuns` collects the assumptions about the samples. Each `X i` and `Y j` is a real function on a probability space `Ω` with measure `μ`, and `MemLp (X i) 2 μ` says that it is square-integrable. The type `Fin m0 ⊕ Fin m1` labels all samples of both runs together, so `indep` demands independence within each run as well as between the runs. The samples need not be identically distributed; only their means and variances are prescribed.

The variances $Na^2$ and $Nb^2$ are postulated. They stand for energy fluctuations that add up over weakly correlated parts of a large system, as one expects of the local energy of a trial wave function whose quality per particle stays the same as the system grows. In variational Monte Carlo, $a>0$ means that the ground-state trial function is not an exact eigenfunction. The means $E_0$ and $E_1$ are whatever the runs sample, so biases from the trial functions or from fixed nodes carry over to $E_1-E_0$, except for whatever part cancels between the two runs.

The function `gapEstimate` is the difference of sample means, and `gapVariance` is the expression

$$V(M_0,M_1)=\frac{Na^2}{M_0}+\frac{Nb^2}{M_1}.$$

The theorem `gapEstimate_mean_variance` connects them: if both runs contain at least one sample, the estimate has mean $E_1-E_0$ and variance $V(m_0,m_1)$.

## Minima over real sample numbers

For the optimisation, $M_0$ and $M_1$ are positive reals with sum $M$, and $N$, $a$, $b$ are positive. `IsLeast` says that a number belongs to a set and is a lower bound of it, so each minimum is attained.

- `optimal_allocation`: the least value of $V$ at fixed $M>0$ is $N(a+b)^2/M$, and an allocation reaches it exactly when $M_0/M_1=a/b$.
- `sampling_cost`: the least total $M$ for which some allocation has $V\le\varepsilon^2$, with $\varepsilon>0$ the target standard error, is $N(a+b)^2/\varepsilon^2$. At fixed $a$, $b$ and $\varepsilon$ this is proportional to $N$.
- `samples_needed`: actual runs, with whole sample numbers, obey the same lower bound. They need not attain it, since the best allocation may not be whole.
- `equal_split`: the choice $M_0=M_1=M/2$ exceeds the minimum by $N(a-b)^2/M$ and stays below twice the minimum.

For quantum Monte Carlo calculations of excitation energies, this quantifies the difficulty of resolving a gap of fixed size between two extensive energies, in a model with independent, equally weighted samples. Successive configurations of a Markov chain are correlated, and diffusion Monte Carlo adds weights and branching; the model includes neither. It also counts samples and not computer time, which usually grows with $N$ for each sample.

## Mean and variance of the gap estimate

Linearity of the expectation gives

$$\Big\langle \frac1{m_1}\sum_j Y_j-\frac1{m_0}\sum_i X_i\Big\rangle=\frac{m_1E_1}{m_1}-\frac{m_0E_0}{m_0}=E_1-E_0.$$

For the variance, the estimate is one weighted sum with weight $1/m_1$ on each $Y_j$ and $-1/m_0$ on each $X_i$. Variances of independent terms add, and each weight enters squared:

$$m_1\,\frac{Nb^2}{m_1^2}+m_0\,\frac{Na^2}{m_0^2}=\frac{Nb^2}{m_1}+\frac{Na^2}{m_0}.$$

The Lean proof takes the same two steps. Square-integrability supplies the integrability that `integral_sub` and the sum rule need. For the variance, `w` holds the weights, `hsum` rewrites the estimate as the weighted sum, and `IndepFun.variance_sum` adds the variances. That lemma needs independence of the weighted samples, which follows from `indep` because multiplication by a constant is measurable.

## Completing the square

Multiply the bracketed part of the variance by the total sample number:

$$(M_0+M_1)\Big(\frac{a^2}{M_0}+\frac{b^2}{M_1}\Big)=a^2+b^2+\frac{a^2M_1}{M_0}+\frac{b^2M_0}{M_1}.$$

Since

$$\frac{(aM_1-bM_0)^2}{M_0M_1}=\frac{a^2M_1}{M_0}-2ab+\frac{b^2M_0}{M_1},$$

the right-hand side equals $(a+b)^2+(aM_1-bM_0)^2/(M_0M_1)$. Multiplying by $N/(M_0+M_1)$ gives

$$V(M_0,M_1)=\frac{N(a+b)^2}{M_0+M_1}+\frac{N(aM_1-bM_0)^2}{M_0M_1(M_0+M_1)}.$$

This is `gapVariance_split`, proved by clearing denominators with `field_simp` and comparing polynomials with `ring`.

The second term is never negative, which gives the lower bound. It vanishes exactly when $aM_1=bM_0$, that is, when $M_0/M_1=a/b$. Together with $M_0+M_1=M$ this fixes

$$M_0=\frac{aM}{a+b},\qquad M_1=\frac{bM}{a+b}.$$

In `optimal_allocation`, the auxiliary statement `key` is this equality condition. Its forward direction strips the nonzero denominator, the factor $N$ and the square in turn, until $aM_1-bM_0=0$ remains. The allocation above then shows that the bound is attained, and `positivity` shows that the second term is non-negative for every other allocation.

## From variance to sample number

Suppose $V(M_0,M_1)\le\varepsilon^2$ with $M_0+M_1=M$. Then

$$\frac{N(a+b)^2}{M}\le V(M_0,M_1)\le\varepsilon^2,\qquad\text{hence}\qquad M\ge\frac{N(a+b)^2}{\varepsilon^2}.$$

Conversely, take $M$ equal to the right-hand side and allocate it in the ratio $a/b$. The variance is then $N(a+b)^2/M=\varepsilon^2$. The proof of `sampling_cost` uses the attained minimum for the second argument and the lower bound for the first. `samples_needed` replaces the variance of the actual estimate by `gapVariance` and applies the lower bound to $M_0=m_0$, $M_1=m_1$.

For equal splitting,

$$V(M/2,M/2)=\frac{2N(a^2+b^2)}{M}=\frac{N(a+b)^2}{M}+\frac{N(a-b)^2}{M}.$$

Because $(a+b)^2-(a-b)^2=4ab>0$, the excess is smaller than the minimum itself. In `equal_split`, `nlinarith` obtains this inequality from $ab>0$.

## Correlated runs and a nearly noiseless run

Take one sample from each run, with $a=b>0$ and $Y_0=X_0+E_1-E_0$. The means and variances are as prescribed, but the gap estimate is the constant $E_1-E_0$. Its variance is zero, whereas the formula for independent runs gives $2Na^2$. Without zero covariance between the runs, then, both the variance formula and the lower bound on the sample number can fail. Correlated sampling of energy differences exploits this kind of cancellation.

In the limit $b\to0$ at fixed $a$ and $M$, the excited run becomes noiseless and its best share $bM/(a+b)$ tends to zero. Equal splitting then wastes nearly half the samples: the ratio of its variance to the minimum, $2(a^2+b^2)/(a+b)^2$, tends to 2. At $b=0$ itself the variance is $Na^2/M_0$ with $M_0<M$, which comes arbitrarily close to $Na^2/M$ without reaching it, so $b\ge0$ would not suffice for an attained minimum.
